# Symmetric force constants with zero row sums and nonpositive off-diagonal entries are positive semidefinite

## Does the sign of the couplings settle harmonic stability?

Take a finite set of sites with one real displacement u_i per site, and a real symmetric matrix Φ of force constants. The harmonic energy is ½ uᵀΦu, and the force on site i is −Σ_j Φ_ij u_j. The acoustic sum rule says that every row of Φ adds up to zero, so a uniform translation produces no force.

I have learned that under this rule the energy depends only on relative displacements,

uᵀΦu = −½ Σ_ij Φ_ij (u_i − u_j)²,

and that it therefore can't be negative if all off-diagonal entries are nonpositive. I would like to see this derived in full and checked by machine. I'd also like to know which displacements cost no energy, and whether the sign condition is really needed.

## The energy as a sum over springs

Both claims are correct. Write r_i = Σ_j Φ_ij for the row sums and expand the square:

Σ_ij Φ_ij (u_i − u_j)² = Σ_ij Φ_ij u_i² + Σ_ij Φ_ij u_j² − 2 Σ_ij Φ_ij u_i u_j.

The first sum on the right is Σ_i r_i u_i². The second has the same value: exchange the names i and j and use Φ_ji = Φ_ij. The third sum is uᵀΦu. Solving for it gives, for any symmetric Φ,

uᵀΦu = Σ_i r_i u_i² − ½ Σ_ij Φ_ij (u_i − u_j)².

The first term depends on the displacement of each site from its own rest position, and not only on relative displacements. The sum rule sets every r_i to zero and leaves your identity. Conversely, suppose the identity holds for all u. Displace site i alone by one unit: the on-site term is then r_i, and comparing the two formulas gives r_i = 0.

The double sum counts each pair of different sites twice, as (i, j) and as (j, i), so the pair contributes ½ (−Φ_ij) (u_i − u_j)² to the energy ½ uᵀΦu. For i ≠ j, the number −Φ_ij is therefore the constant of a spring between sites i and j. If no spring constant is negative, every term −Φ_ij (u_i − u_j)² is nonnegative. The diagonal terms vanish whatever the sign of Φ_ii. Hence uᵀΦu ≥ 0.

A sum of nonnegative terms is zero only if each term is zero. The energy therefore vanishes exactly when u_i = u_j for every pair with Φ_ij ≠ 0. If chains of nonzero couplings link all sites, this equality passes along the chains, and only uniform translations cost no energy.

Two examples show what the sign condition does. For two sites with a positive coupling k, the matrix has rows (−k, k) and (k, −k). It obeys symmetry and the sum rule, but the displacement (1, 0) gives

uᵀΦu = −k < 0.

So symmetry and the sum rule alone do not guarantee stability. The condition is not necessary either. For three sites, the rows (1, −2, 1), (−2, 4, −2) and (1, −2, 1) give

uᵀΦu = (u_0 − 2u_1 + u_2)²,

which is never negative, although Φ_02 = 1 is positive.

## How the Lean statements express the model

The sites form an arbitrary finite type `n`, the force constants are a `Matrix n n ℝ`, and a displacement is a function `u : n → ℝ`. The expression `u ⬝ᵥ Φ *ᵥ u` is uᵀΦu, which is twice the harmonic energy.

Three hypotheses carry the physics:

- `Φ.IsSymm` is the symmetry of the second derivatives of a smooth potential energy.
- `AcousticSumRule Φ` says that each row sums to zero. It is assumed here and not derived from the translational invariance of a potential.
- `hneg` says that `Φ i j ≤ 0` whenever `i ≠ j`, so no spring has a negative constant.

The conclusion `Φ.PosSemidef` means that Φ is Hermitian, which for real entries is symmetry, and that its quadratic form is never negative. In `zero_energy_iff_translation`, the hypothesis `hc` uses `Relation.ReflTransGen` to say that a finite chain of nonzero entries leads from any site to any other.

The model has one displacement component per site, so it does not treat the 3 × 3 coupling blocks of a three-dimensional crystal. Masses and infinite lattices are also absent. For phonon calculations that reduce to such a finite one-component model, positive semidefiniteness combined with positive masses excludes imaginary harmonic frequencies; that last step is the usual normal-mode argument and is not part of the file.

```lean
import Mathlib

open Matrix

namespace ForceConstantSymmetry

variable {n : Type*} [Fintype n]

/-- The acoustic sum rule: the force constants in every row add up to zero. -/
def AcousticSumRule (Φ : Matrix n n ℝ) : Prop :=
  ∀ i, ∑ j, Φ i j = 0

/-- For symmetric force constants the harmonic form is an on-site term, weighted by the row sums,
plus a sum over pairs that contains only relative displacements. -/
theorem onsite_add_pair {Φ : Matrix n n ℝ} (hs : Φ.IsSymm) (u : n → ℝ) :
    u ⬝ᵥ Φ *ᵥ u = ∑ i, (∑ j, Φ i j) * u i ^ 2
      - (1 / 2) * ∑ i, ∑ j, Φ i j * (u i - u j) ^ 2 := by
  have h0 : u ⬝ᵥ Φ *ᵥ u = ∑ i, ∑ j, Φ i j * (u i * u j) := by
    simp only [dotProduct, Matrix.mulVec, Finset.mul_sum]
    refine Finset.sum_congr rfl fun i _ => Finset.sum_congr rfl fun j _ => ?_
    ring
  -- expand the square
  have h1 : ∑ i, ∑ j, Φ i j * (u i - u j) ^ 2
      = ∑ i, ∑ j, Φ i j * u i ^ 2 + ∑ i, ∑ j, Φ i j * u j ^ 2
        - 2 * ∑ i, ∑ j, Φ i j * (u i * u j) := by
    simp only [Finset.mul_sum, ← Finset.sum_add_distrib, ← Finset.sum_sub_distrib]
    refine Finset.sum_congr rfl fun i _ => Finset.sum_congr rfl fun j _ => ?_
    ring
  -- the two square terms agree by symmetry
  have h2 : ∑ i, ∑ j, Φ i j * u j ^ 2 = ∑ i, ∑ j, Φ i j * u i ^ 2 := by
    rw [Finset.sum_comm]
    refine Finset.sum_congr rfl fun i _ => Finset.sum_congr rfl fun j _ => ?_
    rw [hs.apply i j]
  have h3 : ∑ i, (∑ j, Φ i j) * u i ^ 2 = ∑ i, ∑ j, Φ i j * u i ^ 2 := by
    simp only [Finset.sum_mul]
  linarith

/-- Under the acoustic sum rule the harmonic form of symmetric force constants is a sum over pairs
of squared relative displacements, each weighted by -1/2 times the force constant of the pair. -/
theorem pair_form {Φ : Matrix n n ℝ} (hs : Φ.IsSymm) (ha : AcousticSumRule Φ) (u : n → ℝ) :
    u ⬝ᵥ Φ *ᵥ u = -(1 / 2) * ∑ i, ∑ j, Φ i j * (u i - u j) ^ 2 := by
  have h0 : ∑ i, (∑ j, Φ i j) * u i ^ 2 = 0 :=
    Finset.sum_eq_zero fun i _ => by rw [ha i, zero_mul]
  have h1 := onsite_add_pair hs u
  linarith

/-- Conversely, if the harmonic form of symmetric force constants equals the pair sum for every
displacement, then the acoustic sum rule holds. -/
theorem sumRule_of_pair_form {Φ : Matrix n n ℝ} (hs : Φ.IsSymm)
    (h : ∀ u : n → ℝ, u ⬝ᵥ Φ *ᵥ u = -(1 / 2) * ∑ i, ∑ j, Φ i j * (u i - u j) ^ 2) :
    AcousticSumRule Φ := by
  classical
  intro i
  -- displace the single site i
  have h1 := h (Pi.single i 1)
  have h2 := onsite_add_pair hs (Pi.single i 1)
  have h3 : ∑ k, (∑ j, Φ k j) * (Pi.single i 1 : n → ℝ) k ^ 2 = ∑ j, Φ i j := by
    rw [Finset.sum_eq_single i]
    · simp
    · intro k _ hk
      simp [hk]
    · simp
  linarith

omit [Fintype n] in
/-- A pair term is nonnegative when the off-diagonal force constants are nonpositive. -/
theorem pair_term_nonneg {Φ : Matrix n n ℝ} (hneg : ∀ i j, i ≠ j → Φ i j ≤ 0)
    (u : n → ℝ) (i j : n) : 0 ≤ -Φ i j * (u i - u j) ^ 2 := by
  by_cases hij : i = j
  · subst hij
    simp
  · exact mul_nonneg (by linarith [hneg i j hij]) (sq_nonneg _)

/-- Symmetric force constants that obey the acoustic sum rule and have nonpositive off-diagonal
entries form a positive semidefinite matrix. -/
theorem posSemidef_of_offDiag_nonpos {Φ : Matrix n n ℝ} (hs : Φ.IsSymm)
    (ha : AcousticSumRule Φ) (hneg : ∀ i j, i ≠ j → Φ i j ≤ 0) : Φ.PosSemidef := by
  refine Matrix.PosSemidef.of_dotProduct_mulVec_nonneg ?_ ?_
  · exact Matrix.IsHermitian.ext fun i j => by
      rw [star_trivial]
      exact hs.apply i j
  · intro u
    have h : 0 ≤ ∑ i, ∑ j, -Φ i j * (u i - u j) ^ 2 :=
      Finset.sum_nonneg fun i _ => Finset.sum_nonneg fun j _ => pair_term_nonneg hneg u i j
    simp only [neg_mul, Finset.sum_neg_distrib] at h
    rw [star_trivial, pair_form hs ha u]
    linarith

/-- For symmetric force constants that obey the acoustic sum rule and have nonpositive off-diagonal
entries, a displacement has zero harmonic energy exactly when any two sites with a nonzero mutual
force constant are displaced equally. -/
theorem zero_energy_iff {Φ : Matrix n n ℝ} (hs : Φ.IsSymm)
    (ha : AcousticSumRule Φ) (hneg : ∀ i j, i ≠ j → Φ i j ≤ 0) (u : n → ℝ) :
    u ⬝ᵥ Φ *ᵥ u = 0 ↔ ∀ i j, Φ i j ≠ 0 → u i = u j := by
  rw [pair_form hs ha u]
  constructor
  · intro h i j hij
    have h0 : ∑ i, ∑ j, -Φ i j * (u i - u j) ^ 2 = 0 := by
      simp only [neg_mul, Finset.sum_neg_distrib]
      linarith
    -- a vanishing sum of nonnegative terms vanishes term by term
    have h1 := (Finset.sum_eq_zero_iff_of_nonneg fun i _ =>
      Finset.sum_nonneg fun j _ => pair_term_nonneg hneg u i j).1 h0 i (Finset.mem_univ i)
    have h2 := (Finset.sum_eq_zero_iff_of_nonneg fun j _ =>
      pair_term_nonneg hneg u i j).1 h1 j (Finset.mem_univ j)
    have h3 : (u i - u j) ^ 2 = 0 := (mul_eq_zero.1 h2).resolve_left (neg_ne_zero.2 hij)
    exact sub_eq_zero.1 (pow_eq_zero_iff (two_ne_zero)|>.1 h3)
  · intro h
    have h0 : ∑ i, ∑ j, Φ i j * (u i - u j) ^ 2 = 0 := by
      refine Finset.sum_eq_zero fun i _ => Finset.sum_eq_zero fun j _ => ?_
      by_cases hij : Φ i j = 0
      · rw [hij, zero_mul]
      · rw [h i j hij]
        ring
    rw [h0, mul_zero]

/-- For symmetric force constants that obey the acoustic sum rule, have nonpositive off-diagonal
entries and link any two sites by a chain of nonzero entries, the displacements of zero harmonic
energy are exactly the uniform translations. -/
theorem zero_energy_iff_translation {Φ : Matrix n n ℝ} (hs : Φ.IsSymm)
    (ha : AcousticSumRule Φ) (hneg : ∀ i j, i ≠ j → Φ i j ≤ 0)
    (hc : ∀ i j, Relation.ReflTransGen (fun a b => Φ a b ≠ 0) i j) (u : n → ℝ) :
    u ⬝ᵥ Φ *ᵥ u = 0 ↔ ∀ i j, u i = u j := by
  rw [zero_energy_iff hs ha hneg u]
  constructor
  · intro h i j
    -- equality of displacements propagates along the chain
    have hij := hc i j
    induction hij with
    | refl => rfl
    | tail _ hbc ih => exact ih.trans (h _ _ hbc)
  · intro h i j _
    exact h i j

/-- Two sites with a positive off-diagonal force constant k obey symmetry and the sum rule, yet
displacing one site alone gives a negative harmonic form. -/
theorem positive_coupling_unstable {k : ℝ} (hk : 0 < k) :
    (!![-k, k; k, -k]).IsSymm ∧ AcousticSumRule !![-k, k; k, -k] ∧
      ![1, 0] ⬝ᵥ !![-k, k; k, -k] *ᵥ ![1, 0] < 0 := by
  refine ⟨Matrix.IsSymm.ext ?_, ?_, ?_⟩
  · intro i j
    fin_cases i <;> fin_cases j <;> simp
  · intro i
    fin_cases i <;> simp [Fin.sum_univ_two]
  · simp [Matrix.mulVec, dotProduct, Fin.sum_univ_two, hk]

/-- Force constants of three sites in a row whose end sites have a positive mutual entry. -/
def bendingChain : Matrix (Fin 3) (Fin 3) ℝ :=
  !![1, -2, 1; -2, 4, -2; 1, -2, 1]

/-- The bending chain obeys symmetry and the sum rule and has a positive off-diagonal entry, while
its harmonic form is the square of the second difference of the displacements. -/
theorem bendingChain_form :
    bendingChain.IsSymm ∧ AcousticSumRule bendingChain ∧ 0 < bendingChain 0 2 ∧
      ∀ u : Fin 3 → ℝ, u ⬝ᵥ bendingChain *ᵥ u = (u 0 - 2 * u 1 + u 2) ^ 2 := by
  refine ⟨Matrix.IsSymm.ext ?_, ?_, ?_, ?_⟩
  · intro i j
    fin_cases i <;> fin_cases j <;> simp [bendingChain]
  · intro i
    fin_cases i <;> simp [bendingChain, Fin.sum_univ_three] <;> norm_num
  · simp [bendingChain]
  · intro u
    simp [bendingChain, Matrix.mulVec, dotProduct, Fin.sum_univ_three]
    ring

end ForceConstantSymmetry
```

```lean
#print axioms ForceConstantSymmetry.posSemidef_of_offDiag_nonpos
#print axioms ForceConstantSymmetry.zero_energy_iff_translation
#print axioms ForceConstantSymmetry.positive_coupling_unstable
#print axioms ForceConstantSymmetry.bendingChain_form
```

```
'ForceConstantSymmetry.posSemidef_of_offDiag_nonpos' depends on axioms: [propext, Classical.choice, Quot.sound]
'ForceConstantSymmetry.zero_energy_iff_translation' depends on axioms: [propext, Classical.choice, Quot.sound]
'ForceConstantSymmetry.positive_coupling_unstable' depends on axioms: [propext, Classical.choice, Quot.sound]
'ForceConstantSymmetry.bendingChain_form' depends on axioms: [propext, Classical.choice, Quot.sound]
```

## From the expanded square to the zero-energy displacements

`onsite_add_pair` is the expansion above. Its step `h0` writes the quadratic form as a double sum, and `h1` expands the square. Step `h2` exchanges the order of summation and applies symmetry, while `h3` recognises the row sums. `linarith` then solves for uᵀΦu.

`pair_form` removes the on-site term with the sum rule. `sumRule_of_pair_form` goes back by inserting `Pi.single i 1`, the unit displacement of site i, into both formulas; its `h3` evaluates the on-site term as the row sum of i.

`pair_term_nonneg` treats i = j separately, because `hneg` says nothing about the diagonal. `posSemidef_of_offDiag_nonpos` sums these inequalities and rewrites the quadratic form with `pair_form`.

In `zero_energy_iff`, the forward direction applies `Finset.sum_eq_zero_iff_of_nonneg` twice, first to the sum over i and then to the sum over j. This isolates a single term, and a nonzero Φ_ij forces u_i = u_j. In the other direction each term vanishes, either because its coupling is zero or because its two displacements agree. `zero_energy_iff_translation` then carries the equality along a chain by induction, one link at a time.

The examples are `positive_coupling_unstable` and `bendingChain_form`. Both use `fin_cases` to check symmetry entry by entry and the sum rule row by row. The quadratic forms are written out as explicit sums, and for the three-site chain `ring` confirms the perfect square.
